# A three-term recursion for Morse moments in a stationary state

Without a relation between them, the averages of $y, y^2, y^3,\dots$ in a Morse eigenstate are separate integrals, and an error in one need not show up in the others. Here $y=e^{-\alpha x}$, $x$ is the displacement from equilibrium, $1/\alpha$ is the range of the potential, and $D(y^2-2y)$ is the potential with depth $D$. The commutator of momentum with $y$ and the stationarity of the state link these averages, three at a time.

```lean
import Mathlib

open Polynomial
open Complex (I)

namespace MorseMoments

noncomputable section

variable {A : Type*} [Ring A] [Algebra ℂ A]
```

`A` is any complex algebra: its elements can be added, scaled and multiplied, not necessarily commutatively. The operators $p$ and $y$ will be elements of it.

```lean
/-- The Morse Hamiltonian `p²/2 + D (y² - 2y)` for unit mass, where `y` stands for the
decaying exponential of the displacement. -/
def morseH (D : ℂ) (p y : A) : A :=
  (1 / 2 : ℂ) • p ^ 2 + D • (y ^ 2 - (2 : ℂ) • y)
```

This is $H=\tfrac12p^2+D(y^2-2y)$ for unit mass. The symbol `•` multiplies an operator by a number. `D` may be complex; a physical well has $D>0$.

```lean
/-- A linear functional `w` is stationary for `H` at energy `E` if `H` may be replaced by `E`
at either end of a product inside `w`. -/
def IsStationary (w : A →ₗ[ℂ] ℂ) (H : A) (E : ℂ) : Prop :=
  ∀ B : A, w (H * B) = E * w B ∧ w (B * H) = E * w B
```

`w` is a linear map from operators to numbers, modelled on $w(B)=\langle\psi|B|\psi\rangle$. Stationarity means $w(HB)=w(BH)=E\,w(B)$ for every $B$, as for an eigenstate of energy $E$. Neither positivity nor $w(1)=1$ is required. For a real bound state, one must still show that all these products are defined and that moving $H$ onto the bra leaves no boundary terms.

```lean
/-- If `py - yp = i a y`, moving the momentum through `y^k` produces the extra term
`k i a y^k`. -/
theorem momentum_mul_pow {p y : A} {a : ℂ} (h : p * y - y * p = (I * a) • y) (k : ℕ) :
    p * y ^ k = y ^ k * p + ((k : ℂ) * (I * a)) • y ^ k := by
  have hpy : p * y = y * p + (I * a) • y := sub_eq_iff_eq_add'.mp h
  induction k with
  | zero => simp
  | succ k ih =>
    calc p * y ^ (k + 1) = (p * y ^ k) * y := by rw [pow_succ, mul_assoc]
      _ = y ^ k * (p * y) + ((k : ℂ) * (I * a)) • (y ^ k * y) := by
        rw [ih, add_mul, mul_assoc (y ^ k) p y, smul_mul_assoc]
      _ = _ := by
        rw [hpy, mul_add, mul_smul_comm, ← mul_assoc (y ^ k) y p, ← pow_succ]
        push_cast
        module
```

The hypothesis `h` is $py-yp=iay$. With $p=-i\hbar\,d/dx$ it holds for $a=\hbar\alpha$, so $a$ is not a length. The claim is
$$p\,y^k=y^kp+k\,ia\,y^k.$$
It is trivial at $k=0$. Each further factor of $y$ that $p$ passes adds one $ia\,y^{k+1}$, which is the `induction` step.

```lean
/-- If `py - yp = i a y`, the commutator of the Morse Hamiltonian with `y^k` is
`k i a y^k p - (k² a²/2) y^k`. -/
theorem hamiltonian_comm_pow {p y : A} {a : ℂ} (D : ℂ)
    (h : p * y - y * p = (I * a) • y) (k : ℕ) :
    morseH D p y * y ^ k - y ^ k * morseH D p y =
      ((k : ℂ) * (I * a)) • (y ^ k * p) - ((k : ℂ) ^ 2 * a ^ 2 / 2) • y ^ k := by
  have h1 := momentum_mul_pow h k
  have h2 : p ^ 2 * y ^ k = y ^ k * p ^ 2 + (2 * ((k : ℂ) * (I * a))) • (y ^ k * p)
      + ((k : ℂ) * (I * a)) ^ 2 • y ^ k := by
    calc p ^ 2 * y ^ k = p * (p * y ^ k) := by rw [pow_two, mul_assoc]
      _ = (p * y ^ k) * p + ((k : ℂ) * (I * a)) • (p * y ^ k) := by
        conv_lhs => rw [h1, mul_add, mul_smul_comm, ← mul_assoc p (y ^ k) p]
      _ = _ := by
        rw [h1, add_mul, smul_mul_assoc, mul_assoc (y ^ k) p p, ← pow_two p]
        module
  have h3 : y ^ 2 * y ^ k = y ^ k * y ^ 2 := ((Commute.refl y).pow_pow 2 k).eq
  have h4 : y * y ^ k = y ^ k * y := ((Commute.refl y).pow_right k).eq
  have hs : (k : ℂ) ^ 2 * a ^ 2 / 2 = -(((k : ℂ) * (I * a)) ^ 2 / 2) := by
    linear_combination ((k : ℂ) ^ 2 * a ^ 2 / 2) * Complex.I_sq
  rw [hs]
  simp only [morseH, add_mul, mul_add, sub_mul, mul_sub, smul_mul_assoc, mul_smul_comm,
    h2, h3, h4]
  module
```

Applying the previous rule twice gives
$$p^2y^k=y^kp^2+2k\,ia\,y^kp-k^2a^2y^k.$$
The potential commutes with $y^k$, so half of the extra terms remain:
$$[H,y^k]=k\,ia\,y^kp-\tfrac12k^2a^2y^k.$$
The tactic `module` collects the coefficients.

```lean
/-- If `py - yp = i a y`, the commutator of the momentum with the Morse Hamiltonian is
`2 i a D (y² - y)`. -/
theorem momentum_comm_hamiltonian {p y : A} {a : ℂ} (D : ℂ)
    (h : p * y - y * p = (I * a) • y) :
    p * morseH D p y - morseH D p y * p = (2 * (I * a) * D) • (y ^ 2 - y) := by
  have hpy : p * y = y * p + (I * a) • y := sub_eq_iff_eq_add'.mp h
  have h2 := momentum_mul_pow h 2
  have hp : p * p ^ 2 = p ^ 2 * p := ((Commute.refl p).pow_right 2).eq
  simp only [morseH, mul_add, add_mul, mul_sub, sub_mul, mul_smul_comm, smul_mul_assoc,
    h2, hp, hpy]
  push_cast
  module
```

Only the potential contributes. From $[p,y^2]=2ia\,y^2$ and $[p,y]=ia\,y$,
$$[p,H]=2iaD(y^2-y).$$

```lean
/-- For `py - yp = i a y` with `a ≠ 0` and a stationary functional of the Morse Hamiltonian,
the mixed moment obeys `k w(y^k p) = -(k² i a/2) w(y^k)`. -/
theorem mixed_moment {p y : A} {a D E : ℂ} (ha : a ≠ 0)
    (h : p * y - y * p = (I * a) • y) {w : A →ₗ[ℂ] ℂ}
    (hw : IsStationary w (morseH D p y) E) (k : ℕ) :
    (k : ℂ) * w (y ^ k * p) = -((k : ℂ) ^ 2 * (I * a) / 2) * w (y ^ k) := by
  have hc := congrArg w (hamiltonian_comm_pow D h k)
  rw [map_sub, (hw (y ^ k)).1, (hw (y ^ k)).2] at hc
  simp only [map_sub, map_smul, smul_eq_mul] at hc
  apply mul_left_cancel₀ (mul_ne_zero Complex.I_ne_zero ha)
  linear_combination -hc + ((k : ℂ) ^ 2 * a ^ 2 / 2 * w (y ^ k)) * Complex.I_sq
```

Write $m_k=w(y^k)$. Stationarity gives $w([H,y^k])=(E-E)m_k=0$, hence
$$k\,w(y^kp)=-\tfrac12k^2\,ia\,m_k.$$
`congrArg w` applies $w$ to both sides of the commutator identity. Dividing by $ia$ uses $a\ne0$, which says that the potential has a finite range and that $\hbar$ is not zero.

```lean
/-- Morse moment recursion: for `py - yp = i a y` with `a ≠ 0`, the moments `w(y^k)` of a stationary
functional of the Morse Hamiltonian at energy `E` satisfy, for every natural `k`,
`2D(k+1) w(y^(k+2)) - 2D(2k+1) w(y^(k+1)) = (2kE + k³a²/4) w(y^k)`. -/
theorem moment_recursion {p y : A} {a D E : ℂ} (ha : a ≠ 0)
    (h : p * y - y * p = (I * a) • y) {w : A →ₗ[ℂ] ℂ}
    (hw : IsStationary w (morseH D p y) E) (k : ℕ) :
    2 * D * ((k : ℂ) + 1) * w (y ^ (k + 2)) - 2 * D * (2 * (k : ℂ) + 1) * w (y ^ (k + 1)) =
      (2 * (k : ℂ) * E + (k : ℂ) ^ 3 * a ^ 2 / 4) * w (y ^ k) := by
  -- the commutator of H with y^k p
  have hc : morseH D p y * (y ^ k * p) - (y ^ k * p) * morseH D p y =
      ((k : ℂ) * (I * a)) • (y ^ k * p ^ 2) - ((k : ℂ) ^ 2 * a ^ 2 / 2) • (y ^ k * p)
        - (2 * (I * a) * D) • (y ^ (k + 2) - y ^ (k + 1)) := by
    calc _ = (morseH D p y * y ^ k - y ^ k * morseH D p y) * p
          - y ^ k * (p * morseH D p y - morseH D p y * p) := by
          simp only [sub_mul, mul_sub, mul_assoc]
          abel
      _ = _ := by
        rw [hamiltonian_comm_pow D h k, momentum_comm_hamiltonian D h, sub_mul,
          smul_mul_assoc, smul_mul_assoc, mul_smul_comm, mul_sub, mul_assoc (y ^ k) p p,
          ← pow_two p, ← pow_add, ← pow_succ]
  have hv := congrArg w hc
  rw [map_sub, (hw (y ^ k * p)).1, (hw (y ^ k * p)).2] at hv
  -- the energy relation eliminates the kinetic moment w(y^k p²)
  have hH : y ^ k * morseH D p y = (1 / 2 : ℂ) • (y ^ k * p ^ 2)
      + D • (y ^ (k + 2) - (2 : ℂ) • y ^ (k + 1)) := by
    rw [morseH, mul_add, mul_smul_comm, mul_smul_comm, mul_sub, mul_smul_comm,
      ← pow_add, ← pow_succ]
  have he := (hw (y ^ k)).2
  rw [hH] at he
  simp only [map_add, map_sub, map_smul, smul_eq_mul] at he hv
  have hm := mixed_moment ha h hw k
  apply mul_left_cancel₀ (mul_ne_zero Complex.I_ne_zero ha)
  linear_combination hv + 2 * (k : ℂ) * (I * a) * he - (k : ℂ) * a ^ 2 / 2 * hm
```

The theorem states, for every natural $k$,
$$2D(k+1)m_{k+2}-2D(2k+1)m_{k+1}=\left(2kE+\tfrac14k^3a^2\right)m_k.$$

By hand, start from $[H,y^kp]=[H,y^k]p-y^k[p,H]$. Its mean vanishes:
$$0=k\,ia\,w(y^kp^2)-\tfrac12k^2a^2w(y^kp)-2iaD(m_{k+2}-m_{k+1}).$$
The relation $w(y^kH)=Em_k$ gives
$$w(y^kp^2)=2Em_k-2Dm_{k+2}+4Dm_{k+1}.$$
Insert this and the mixed moment, then divide by $ia$:
$$0=k(2Em_k-2Dm_{k+2}+4Dm_{k+1})+\tfrac14k^3a^2m_k-2D(m_{k+2}-m_{k+1}).$$
Collecting terms gives the recursion. In Lean these three relations are `hv`, `he` and `hm`, and `linear_combination` adds them with the same weights.

At $k=0$ the recursion reads $2D(m_2-m_1)=0$: the mean force vanishes. The recursion can check moments computed on a grid or in a basis set for a one-dimensional Morse bond. For a reduced mass $\mu$ other than one, let $p$ stand for the momentum divided by $\sqrt\mu$, so that $a=\hbar\alpha/\sqrt\mu$. The energy $E$ is counted from the dissociation limit, not from the bottom of the well.

```lean
/-- For `py - yp = i a y` with `a ≠ 0` and `D ≠ 0`, two stationary functionals of the Morse
Hamiltonian `p²/2 + D (y² - 2y)` with the same energy and the same mean of `y` agree on every
positive power of `y`. -/
theorem moments_determined {p y : A} {a D E : ℂ} (ha : a ≠ 0) (hD : D ≠ 0)
    (h : p * y - y * p = (I * a) • y) {w v : A →ₗ[ℂ] ℂ}
    (hw : IsStationary w (morseH D p y) E) (hv : IsStationary v (morseH D p y) E)
    (h1 : w y = v y) (k : ℕ) : w (y ^ (k + 1)) = v (y ^ (k + 1)) := by
  have step : ∀ n : ℕ, (n : ℂ) * w (y ^ n) = (n : ℂ) * v (y ^ n) →
      w (y ^ (n + 1)) = v (y ^ (n + 1)) → w (y ^ (n + 2)) = v (y ^ (n + 2)) := by
    intro n h0 h1
    have hn : 2 * D * ((n : ℂ) + 1) ≠ 0 :=
      mul_ne_zero (mul_ne_zero two_ne_zero hD) (Nat.cast_add_one_ne_zero n)
    apply mul_left_cancel₀ hn
    linear_combination moment_recursion ha h hw n - moment_recursion ha h hv n
      + 2 * D * (2 * (n : ℂ) + 1) * h1 + (2 * E + (n : ℂ) ^ 2 * a ^ 2 / 4) * h0
  have pair : w (y ^ (k + 1)) = v (y ^ (k + 1)) ∧ w (y ^ (k + 2)) = v (y ^ (k + 2)) := by
    induction k with
    | zero =>
      have h01 : w (y ^ (0 + 1)) = v (y ^ (0 + 1)) := by simpa using h1
      exact ⟨h01, step 0 (by simp) h01⟩
    | succ k ih => exact ⟨ih.2, step (k + 1) (by rw [ih.1]) ih.2⟩
  exact pair.1
```

If $D\ne0$, the recursion can be solved for $m_{k+2}$. Two stationary functionals with equal $E$ and equal $m_1$ therefore agree on all positive powers of $y$. The induction carries two neighbouring moments at once. It never needs $m_0$, whose coefficient is zero at $k=0$. The values of $E$ and $m_1$ are inputs.

```lean
/-- Multiplication by the variable `y` on complex polynomials. -/
def yOp : Module.End ℂ ℂ[X] := LinearMap.mulLeft ℂ X
```

The remaining code builds an example on polynomials. Lean's `X` is the variable $y$, not the displacement.

```lean
/-- The operator `i (2 y d/dy + 1 - 2y)` on complex polynomials in `y`. -/
def pOp : Module.End ℂ ℂ[X] :=
  I • ((2 : ℂ) • (yOp * (derivative : Module.End ℂ ℂ[X])) + 1 - (2 : ℂ) • yOp)
```

This is the momentum for $\hbar=1$, $\alpha=2$, acting on $f$ after the factor $y^{1/2}e^{-y}$ has been split off from $\psi=y^{1/2}e^{-y}f$.

```lean
/-- The linear functional on polynomials that sends `y^n` to `n!/2^n`. -/
def gammaMean : ℂ[X] →ₗ[ℂ] ℂ :=
  (basisMonomials ℂ).constr ℂ (fun n : ℕ => (n.factorial : ℂ) / 2 ^ n)
```

Fixing the values on the monomials $y^n$ fixes the linear functional.

```lean
/-- The functional on operators that applies an operator to the polynomial `1` and then
takes `gammaMean`. -/
def groundMean : Module.End ℂ ℂ[X] →ₗ[ℂ] ℂ where
  toFun B := gammaMean (B 1)
  map_add' B C := by simp
  map_smul' c B := by simp
```

An operator acts on $f=1$, and the result is averaged. This plays the role of $\langle\psi|B|\psi\rangle$ with $\psi$ normalised.

```lean
/-- The operator `pOp` sends `y^n` to `i ((2n+1) y^n - 2 y^(n+1))`. -/
theorem pOp_pow (n : ℕ) :
    pOp (X ^ n) = I • ((2 * (n : ℂ) + 1) • (X ^ n : ℂ[X]) - (2 : ℂ) • X ^ (n + 1)) := by
  have hd : (X : ℂ[X]) * derivative (X ^ n) = (n : ℂ) • X ^ n := by
    cases n with
    | zero => simp
    | succ m =>
      rw [derivative_X_pow, smul_eq_C_mul, Nat.add_sub_cancel]
      ring
  change I • ((2 : ℂ) • ((X : ℂ[X]) * derivative (X ^ n)) + X ^ n
    - (2 : ℂ) • (X * X ^ n)) = _
  rw [hd, ← pow_succ']
  module
```

Since $y\,\frac{d}{dy}y^n=ny^n$, the momentum sends $y^n$ to $i[(2n+1)y^n-2y^{n+1}]$.

```lean
/-- The operators `pOp`, `yOp` and the functional `groundMean` satisfy the commutation relation with
`a = 2` and stationarity for the Morse Hamiltonian with `D = 2`, at `E = -1/2`; the moments of `yOp`
are `k!/2^k`. -/
theorem moment_recursion_witness :
    pOp * yOp - yOp * pOp = (I * 2) • yOp ∧
    IsStationary groundMean (morseH 2 pOp yOp) (-1 / 2) ∧
    ∀ k : ℕ, groundMean (yOp ^ k) = (k.factorial : ℂ) / 2 ^ k := by
  have hb : ∀ n : ℕ, basisMonomials ℂ n = X ^ n := fun n => by
    simp [coe_basisMonomials, monomial_one_right_eq_X_pow]
  have hL : ∀ n : ℕ, gammaMean (X ^ n) = (n.factorial : ℂ) / 2 ^ n := fun n => by
    rw [← hb, gammaMean, Module.Basis.constr_basis]
  -- the Hamiltonian on monomials
  have hH : ∀ n : ℕ, morseH 2 pOp yOp (X ^ n) =
      (-(2 * (n : ℂ) + 1) ^ 2 / 2) • (X ^ n : ℂ[X]) + (4 * (n : ℂ)) • X ^ (n + 1) := by
    intro n
    have hpp : pOp (pOp (X ^ n)) = (-1 : ℂ) • ((2 * (n : ℂ) + 1) ^ 2 • (X ^ n : ℂ[X])
        - (8 * (n : ℂ) + 8) • X ^ (n + 1) + (4 : ℂ) • X ^ (n + 1 + 1)) := by
      rw [← Complex.I_mul_I]
      simp only [pOp_pow, map_smul, map_sub]
      push_cast
      module
    rw [morseH, pow_two pOp, pow_two yOp]
    change (1 / 2 : ℂ) • pOp (pOp (X ^ n))
      + (2 : ℂ) • ((X : ℂ[X]) * (X * X ^ n) - (2 : ℂ) • (X * X ^ n)) = _
    rw [hpp, ← pow_succ', ← pow_succ']
    module
  refine ⟨?_, ?_, ?_⟩
  · refine (basisMonomials ℂ).ext fun n => ?_
    rw [hb]
    change pOp (X * X ^ n) - X * pOp (X ^ n) = (I * 2) • ((X : ℂ[X]) * X ^ n)
    rw [← pow_succ', pOp_pow, pOp_pow, mul_smul_comm, mul_sub, mul_smul_comm,
      mul_smul_comm, ← pow_succ', ← pow_succ']
    push_cast
    module
  · have hLH : gammaMean ∘ₗ morseH 2 pOp yOp = (-1 / 2 : ℂ) • gammaMean := by
      refine (basisMonomials ℂ).ext fun n => ?_
      rw [hb]
      change gammaMean (morseH 2 pOp yOp (X ^ n)) = (-1 / 2 : ℂ) * gammaMean (X ^ n)
      rw [hH, map_add, map_smul, map_smul, hL, hL, smul_eq_mul, smul_eq_mul,
        Nat.factorial_succ, pow_succ (2 : ℂ) n]
      push_cast
      field_simp
      ring
    have h1 : morseH 2 pOp yOp 1 = (-1 / 2 : ℂ) • (1 : ℂ[X]) := by
      rw [← pow_zero (X : ℂ[X]), hH, Nat.cast_zero]
      module
    intro B
    refine ⟨LinearMap.congr_fun hLH (B 1), ?_⟩
    change gammaMean (B (morseH 2 pOp yOp 1)) = (-1 / 2 : ℂ) * gammaMean (B 1)
    rw [h1, map_smul, map_smul, smul_eq_mul]
  · intro k
    have hy : (yOp ^ k) 1 = (X ^ k : ℂ[X]) := by
      induction k with
      | zero => simp
      | succ k ih =>
        rw [pow_succ', Module.End.mul_apply, ih]
        exact (pow_succ' (X : ℂ[X]) k).symm
    change gammaMean ((yOp ^ k) 1) = _
    rw [hy, hL]

end

end MorseMoments
```

The example satisfies the hypotheses with $a=2$, $D=2$, $E=-\tfrac12$, and has $m_k=k!/2^k$. Applying the momentum twice, halving and adding the potential gives
$$Hy^n=-\tfrac12(2n+1)^2y^n+4n\,y^{n+1}.$$
Its average is
$$\frac{n!}{2^n}\left[-\tfrac12(2n+1)^2+2n(n+1)\right]=-\frac12\,\frac{n!}{2^n},$$
which proves $w(HB)=E\,w(B)$. Setting $n=0$ gives $H1=-\tfrac12$, which proves $w(BH)=E\,w(B)$.

```lean
#print axioms MorseMoments.moment_recursion
#print axioms MorseMoments.moments_determined
```

```
'MorseMoments.moment_recursion' depends on axioms: [propext, Classical.choice, Quot.sound]
'MorseMoments.moments_determined' depends on axioms: [propext, Classical.choice, Quot.sound]
```
